# The quartic potential of a point-charge octahedron and its inverse fifth power

## Physical setting

Put two unit charges at \(\pm R\) on the \(z\) axis and four more at \(\pm R\) on the \(x\) and \(y\) axes. For small \(z\) on the axis,

\[
\frac1{R-z}+\frac1{R+z}=\frac2R+\frac{2z^2}{R^3}+\frac{2z^4}{R^5}+\cdots,\qquad
\frac4{\sqrt{R^2+z^2}}=\frac4R-\frac{2z^2}{R^3}+\frac{3z^4}{2R^5}-\cdots
\]

The quadratic terms cancel, and the first surviving variation is \(7z^4/(2R^5)\).

In the point-charge model, to first order and with a fixed radial function inside the ligand shell, the splitting parameter \(Dq\) of a \(d\) electron is proportional to this quartic coefficient, hence to \(R^{-5}\).

## Statement

Let \(V\) be the potential of all six charges, with \(R>0\), and let \(n=(a,b,c)\) be a unit vector. Then, as \(t\to0\) with \(t\neq0\),

\[
\frac{V(tn)-6/R}{t^4}\to\frac{35}{4R^5}\Bigl(a^4+b^4+c^4-\frac35\Bigr).
\]

The limit is \(7/(2R^5)\) on the \(z\) axis and \(-7/(3R^5)\) along the body diagonal. These are the extreme values over all directions. In directions where \(a^4+b^4+c^4=3/5\), the limit is zero.

## Derivation

**Inverse root.** Let \(p(u)=1-\frac u2+\frac{3u^2}8-\frac{5u^3}{16}\). Rationalising gives

\[
\frac1{\sqrt{1+u}}-p=\frac{1-(1+u)p^2}{\sqrt{1+u}+(1+u)p}
=u^4\,\frac{\frac{35}{64}-\frac{7u}{32}+\frac{35u^2}{256}-\frac{25u^3}{256}}{\sqrt{1+u}+(1+u)p}.
\]

The last fraction, \(H(u)\), tends to \(35/128\).

**One ligand.** Let \(a\) now be the cosine between \(n\) and the ligand direction, and set \(s=t/R\). The squared distance is \(R^2(1-2as+s^2)\), so take \(u=s^2-2as\). Up to third order the inverse root is

\[
1+as+\frac{3a^2-1}2s^2+\frac{5a^3-3a}2s^3.
\]

At fourth order, \(u^2\), \(u^3\) and \(u^4H\) contribute

\[
\frac38-\frac{15a^2}4+\frac{35a^4}8=\frac{35a^4-30a^2+3}8.
\]

The prefactor \(1/R\) and \(s^4=t^4/R^4\) together give \(t^4/R^5\).

**Six ligands.** The cosines are \(\pm a,\pm b,\pm c\), so odd orders cancel. The second-order sum is proportional to \(3(a^2+b^2+c^2)-3=0\). The fourth-order sum is

\[
\frac{35(a^4+b^4+c^4)-30+9}{4R^5}=\frac{35}{4R^5}\Bigl(a^4+b^4+c^4-\frac35\Bigr).
\]

**Bounds.** Write \(S=a^4+b^4+c^4\). Squaring the normalisation gives \(S=1-2(a^2b^2+b^2c^2+c^2a^2)\le1\). Also \(3S-1=(a^2-b^2)^2+(b^2-c^2)^2+(c^2-a^2)^2\ge0\), so \(S\ge1/3\).

**A number.** For \(R=1\), \(z=0.1\), the axial potential is \(2.020202+3.980149=6.000351\). Subtracting 6 and dividing by \(10^{-4}\) gives about \(3.51\), near the limit \(3.5\).

**A neighbour.** Eight unit charges at the corners of a cube with edges parallel to the coordinate axes, each at distance \(R\) from its centre, yield to the same argument: the quartic coefficient is \(-8/9\) times the octahedral one.

## What the formal version assumes

`octahedralPotential R x y z` is the sum of six inverse distances, with charge and Coulomb constant set to one. `Tendsto … (𝓝[≠] 0) (𝓝 L)` says that the quotient approaches `L` as its variable approaches zero without equalling it. The hypothesis `hR` is \(R>0\), and `hn` is the normalisation of \((a,b,c)\).

Normalisation matters: for \((0,0,2)\) the true limit is \(16\cdot7/(2R^5)=56/R^5\), whereas the formula would give \(134.75/R^5\).

The file treats the electrostatic potential only. Orbitals, radial averages and \(Dq\) itself are not defined, and covalency is absent from the model. Each limit is taken along a fixed direction. One could instead state a single estimate with error \(o(r^4)\) as the position vector tends to zero; that would add uniformity over directions.

In Lean 4 with Mathlib:

```lean
import Mathlib

open Filter Topology

namespace OctahedralPointCharge

noncomputable section

/-- Potential at `(x, y, z)` of six unit point charges at distance `R` from the origin
on the positive and negative Cartesian axes. -/
def octahedralPotential (R x y z : ℝ) : ℝ :=
  1 / √((x - R) ^ 2 + y ^ 2 + z ^ 2) + 1 / √((x + R) ^ 2 + y ^ 2 + z ^ 2)
  + 1 / √(x ^ 2 + (y - R) ^ 2 + z ^ 2) + 1 / √(x ^ 2 + (y + R) ^ 2 + z ^ 2)
  + 1 / √(x ^ 2 + y ^ 2 + (z - R) ^ 2) + 1 / √(x ^ 2 + y ^ 2 + (z + R) ^ 2)

/-- The inverse square root near one is a cubic polynomial plus a fourth-order remainder
whose coefficient tends to `35/128`. -/
theorem inv_sqrt_expansion : ∃ H : ℝ → ℝ, Tendsto H (𝓝 0) (𝓝 (35 / 128)) ∧
    ∀ᶠ u in 𝓝 (0 : ℝ), 1 / √(1 + u) =
      (1 - u / 2 + 3 * u ^ 2 / 8 - 5 * u ^ 3 / 16) + u ^ 4 * H u := by
  have hN : Continuous (fun u : ℝ =>
      35 / 64 - 7 / 32 * u + 35 / 256 * u ^ 2 - 25 / 256 * u ^ 3) := by fun_prop
  have hD : Continuous (fun u : ℝ =>
      √(1 + u) + (1 + u) * (1 - u / 2 + 3 * u ^ 2 / 8 - 5 * u ^ 3 / 16)) := by fun_prop
  have hN0 := hN.tendsto' 0 (35 / 64) (by norm_num)
  have hD0 := hD.tendsto' 0 2 (by norm_num)
  refine ⟨fun u => (35 / 64 - 7 / 32 * u + 35 / 256 * u ^ 2 - 25 / 256 * u ^ 3) /
    (√(1 + u) + (1 + u) * (1 - u / 2 + 3 * u ^ 2 / 8 - 5 * u ^ 3 / 16)), ?_, ?_⟩
  · rw [show (35 / 128 : ℝ) = 35 / 64 / 2 by norm_num]
    exact hN0.div hD0 (by norm_num)
  · have hpos : ∀ᶠ u in 𝓝 (0 : ℝ),
        0 < √(1 + u) + (1 + u) * (1 - u / 2 + 3 * u ^ 2 / 8 - 5 * u ^ 3 / 16) :=
      hD0.eventually (lt_mem_nhds (by norm_num))
    filter_upwards [hpos, lt_mem_nhds (show (-1 : ℝ) < 0 by norm_num)] with u hu h1
    have hw : 0 < √(1 + u) := Real.sqrt_pos.mpr (by linarith)
    have hw2 : √(1 + u) * √(1 + u) = 1 + u := Real.mul_self_sqrt (by linarith)
    have hrw : 1 / √(1 + u) * √(1 + u) = 1 := one_div_mul_cancel hw.ne'
    generalize 1 / √(1 + u) = r at hrw ⊢
    generalize √(1 + u) = w at hrw hw2 hu ⊢
    have hr : r * (1 + u) = w := by linear_combination (-r) * hw2 + w * hrw
    -- rationalise the difference between the inverse root and its cubic polynomial
    have key : r - (1 - u / 2 + 3 * u ^ 2 / 8 - 5 * u ^ 3 / 16) =
        u ^ 4 * (35 / 64 - 7 / 32 * u + 35 / 256 * u ^ 2 - 25 / 256 * u ^ 3) /
        (w + (1 + u) * (1 - u / 2 + 3 * u ^ 2 / 8 - 5 * u ^ 3 / 16)) := by
      rw [eq_div_iff hu.ne']
      linear_combination hrw + (1 - u / 2 + 3 * u ^ 2 / 8 - 5 * u ^ 3 / 16) * hr
    rw [← mul_div_assoc]
    linarith

/-- Multipole expansion of a charge at unit distance: after the first four terms are removed,
the fourth-order coefficient is the Legendre polynomial of degree four in the cosine `a`. -/
theorem unit_ligand_expansion (a : ℝ) :
    Tendsto (fun s : ℝ => (1 / √(1 - 2 * a * s + s ^ 2) -
      (1 + a * s + (3 * a ^ 2 - 1) / 2 * s ^ 2 + (5 * a ^ 3 - 3 * a) / 2 * s ^ 3)) / s ^ 4)
      (𝓝[≠] 0) (𝓝 ((35 * a ^ 4 - 30 * a ^ 2 + 3) / 8)) := by
  obtain ⟨H, hH, hE⟩ := inv_sqrt_expansion
  have hu : Tendsto (fun s : ℝ => s ^ 2 - 2 * a * s) (𝓝[≠] 0) (𝓝 0) :=
    (Continuous.tendsto' (by fun_prop) 0 0 (by simp)).mono_left nhdsWithin_le_nhds
  have h1 : Tendsto (fun s : ℝ => (s - 2 * a) ^ 4) (𝓝[≠] 0) (𝓝 (16 * a ^ 4)) :=
    (Continuous.tendsto' (by fun_prop) 0 _ (by ring)).mono_left nhdsWithin_le_nhds
  have h2 : Tendsto (fun s : ℝ => 3 / 8 - 15 * a ^ 2 / 4 + 15 * a / 8 * s - 5 / 16 * s ^ 2)
      (𝓝[≠] 0) (𝓝 (3 / 8 - 15 * a ^ 2 / 4)) :=
    (Continuous.tendsto' (by fun_prop) 0 _ (by ring)).mono_left nhdsWithin_le_nhds
  have h := (h1.mul (hH.comp hu)).add h2
  rw [show (35 * a ^ 4 - 30 * a ^ 2 + 3) / 8 =
    16 * a ^ 4 * (35 / 128) + (3 / 8 - 15 * a ^ 2 / 4) by ring]
  refine h.congr' ?_
  filter_upwards [hu.eventually hE, self_mem_nhdsWithin] with s hs hs0
  have hs1 : s ≠ 0 := hs0
  simp only [Function.comp_apply]
  rw [show 1 - 2 * a * s + s ^ 2 = 1 + (s ^ 2 - 2 * a * s) by ring, hs,
    eq_div_iff (pow_ne_zero 4 hs1)]
  ring

/-- For a charge at distance `R`, the fourth-order multipole coefficient is the degree-four
Legendre polynomial divided by the fifth power of `R`. -/
theorem ligand_expansion {R : ℝ} (hR : 0 < R) (a : ℝ) :
    Tendsto (fun t : ℝ => (1 / √(R ^ 2 - 2 * R * a * t + t ^ 2) -
      (1 / R + a * t / R ^ 2 + (3 * a ^ 2 - 1) / 2 * t ^ 2 / R ^ 3
        + (5 * a ^ 3 - 3 * a) / 2 * t ^ 3 / R ^ 4)) / t ^ 4)
      (𝓝[≠] 0) (𝓝 ((35 * a ^ 4 - 30 * a ^ 2 + 3) / (8 * R ^ 5))) := by
  have hR0 : R ≠ 0 := hR.ne'
  have hs : Tendsto (fun t : ℝ => t / R) (𝓝[≠] 0) (𝓝[≠] 0) := by
    refine tendsto_nhdsWithin_iff.mpr ⟨?_, ?_⟩
    · exact (Continuous.tendsto' (by fun_prop) 0 0 (by simp)).mono_left nhdsWithin_le_nhds
    · filter_upwards [self_mem_nhdsWithin] with t ht
      exact div_ne_zero ht hR0
  have h := ((unit_ligand_expansion a).comp hs).const_mul (1 / R ^ 5)
  rw [show (35 * a ^ 4 - 30 * a ^ 2 + 3) / (8 * R ^ 5) =
    1 / R ^ 5 * ((35 * a ^ 4 - 30 * a ^ 2 + 3) / 8) by field_simp]
  refine h.congr' ?_
  filter_upwards [self_mem_nhdsWithin] with t ht
  have ht0 : t ≠ 0 := ht
  -- measure lengths in units of the ligand distance
  have hq : 1 / √(R ^ 2 - 2 * R * a * t + t ^ 2) =
      1 / R * (1 / √(1 - 2 * a * (t / R) + (t / R) ^ 2)) := by
    rw [show R ^ 2 - 2 * R * a * t + t ^ 2 =
      R ^ 2 * (1 - 2 * a * (t / R) + (t / R) ^ 2) by field_simp,
      Real.sqrt_mul (sq_nonneg R), Real.sqrt_sq hR.le, one_div_mul_one_div]
  simp only [Function.comp_apply]
  rw [hq]
  generalize 1 / √(1 - 2 * a * (t / R) + (t / R) ^ 2) = q
  field_simp

/-- Along any unit direction `(a, b, c)`, the octahedral potential minus `6 / R`, divided by `t ^ 4`,
tends to `35 / (4 * R ^ 5) * (a ^ 4 + b ^ 4 + c ^ 4 - 3 / 5)` as `t` tends to zero. -/
theorem octahedral_quartic_limit {R a b c : ℝ} (hR : 0 < R)
    (hn : a ^ 2 + b ^ 2 + c ^ 2 = 1) :
    Tendsto (fun t : ℝ => (octahedralPotential R (t * a) (t * b) (t * c) - 6 / R) / t ^ 4)
      (𝓝[≠] 0) (𝓝 (35 / (4 * R ^ 5) * (a ^ 4 + b ^ 4 + c ^ 4 - 3 / 5))) := by
  have L := ligand_expansion hR
  have h := (((((L a).add (L (-a))).add (L b)).add (L (-b))).add (L c)).add (L (-c))
  convert h using 1
  · funext t
    unfold octahedralPotential
    rw [show (t * a - R) ^ 2 + (t * b) ^ 2 + (t * c) ^ 2 = R ^ 2 - 2 * R * a * t + t ^ 2 by
        linear_combination t ^ 2 * hn,
      show (t * a + R) ^ 2 + (t * b) ^ 2 + (t * c) ^ 2 = R ^ 2 - 2 * R * (-a) * t + t ^ 2 by
        linear_combination t ^ 2 * hn,
      show (t * a) ^ 2 + (t * b - R) ^ 2 + (t * c) ^ 2 = R ^ 2 - 2 * R * b * t + t ^ 2 by
        linear_combination t ^ 2 * hn,
      show (t * a) ^ 2 + (t * b + R) ^ 2 + (t * c) ^ 2 = R ^ 2 - 2 * R * (-b) * t + t ^ 2 by
        linear_combination t ^ 2 * hn,
      show (t * a) ^ 2 + (t * b) ^ 2 + (t * c - R) ^ 2 = R ^ 2 - 2 * R * c * t + t ^ 2 by
        linear_combination t ^ 2 * hn,
      show (t * a) ^ 2 + (t * b) ^ 2 + (t * c + R) ^ 2 = R ^ 2 - 2 * R * (-c) * t + t ^ 2 by
        linear_combination t ^ 2 * hn]
    simp only [← add_div]
    congr 1
    -- odd orders cancel in pairs, the quadratic order by normalisation
    linear_combination (3 * t ^ 2 / R ^ 3) * hn
  · congr 1
    linear_combination (15 / (2 * R ^ 5)) * hn

/-- Between the two ligands on the `z` axis, the potential is the sum of two axial terms and
four equal equatorial terms. -/
theorem octahedralPotential_axis {R z : ℝ} (hz : |z| < R) :
    octahedralPotential R 0 0 z = 1 / (R - z) + 1 / (R + z) + 4 / √(R ^ 2 + z ^ 2) := by
  obtain ⟨h1, h2⟩ := abs_lt.mp hz
  unfold octahedralPotential
  rw [show (0 - R) ^ 2 + 0 ^ 2 + z ^ 2 = R ^ 2 + z ^ 2 by ring,
    show (0 + R) ^ 2 + 0 ^ 2 + z ^ 2 = R ^ 2 + z ^ 2 by ring,
    show 0 ^ 2 + (0 - R) ^ 2 + z ^ 2 = R ^ 2 + z ^ 2 by ring,
    show 0 ^ 2 + (0 + R) ^ 2 + z ^ 2 = R ^ 2 + z ^ 2 by ring,
    show 0 ^ 2 + 0 ^ 2 + (z - R) ^ 2 = (R - z) ^ 2 by ring,
    show 0 ^ 2 + 0 ^ 2 + (z + R) ^ 2 = (R + z) ^ 2 by ring,
    Real.sqrt_sq (by linarith), Real.sqrt_sq (by linarith)]
  ring

/-- On the fourfold axis, the quartic coefficient of the potential is `7 / (2 R ^ 5)`. -/
theorem axial_quartic_limit {R : ℝ} (hR : 0 < R) :
    Tendsto (fun z : ℝ =>
      (1 / (R - z) + 1 / (R + z) + 4 / √(R ^ 2 + z ^ 2) - 6 / R) / z ^ 4)
      (𝓝[≠] 0) (𝓝 (7 / (2 * R ^ 5))) := by
  have h := octahedral_quartic_limit (a := 0) (b := 0) (c := 1) hR (by norm_num)
  rw [show 7 / (2 * R ^ 5) = 35 / (4 * R ^ 5) * ((0 : ℝ) ^ 4 + 0 ^ 4 + 1 ^ 4 - 3 / 5) by ring]
  refine h.congr' ?_
  have hz : ∀ᶠ z in 𝓝 (0 : ℝ), |z| < R :=
    (continuous_abs.tendsto' 0 0 abs_zero).eventually (gt_mem_nhds hR)
  filter_upwards [hz.filter_mono nhdsWithin_le_nhds] with z hz
  rw [mul_zero, mul_one, octahedralPotential_axis hz]

/-- Along the body diagonal, the quartic coefficient of the potential is `-7 / (3 R ^ 5)`. -/
theorem diagonal_quartic_limit {R : ℝ} (hR : 0 < R) :
    Tendsto (fun t : ℝ =>
      (octahedralPotential R (t * (1 / √3)) (t * (1 / √3)) (t * (1 / √3)) - 6 / R) / t ^ 4)
      (𝓝[≠] 0) (𝓝 (-(7 / (3 * R ^ 5)))) := by
  have h2 : (1 / √3 : ℝ) ^ 2 = 1 / 3 := by
    rw [div_pow, Real.sq_sqrt (by norm_num)]
    norm_num
  have h4 : (1 / √3 : ℝ) ^ 4 = 1 / 9 := by
    rw [show (4 : ℕ) = 2 * 2 from rfl, pow_mul, h2]
    norm_num
  have h := octahedral_quartic_limit hR
    (show (1 / √3 : ℝ) ^ 2 + (1 / √3) ^ 2 + (1 / √3) ^ 2 = 1 by rw [h2]; norm_num)
  rw [h4] at h
  rw [show -(7 / (3 * R ^ 5)) = 35 / (4 * R ^ 5) * (1 / 9 + 1 / 9 + 1 / 9 - 3 / 5) by ring]
  exact h

/-- Over all unit directions, the quartic coefficient lies between its body-diagonal value and
its value on the fourfold axis. -/
theorem quartic_coefficient_bounds {R a b c : ℝ} (hR : 0 < R)
    (hn : a ^ 2 + b ^ 2 + c ^ 2 = 1) :
    -(7 / (3 * R ^ 5)) ≤ 35 / (4 * R ^ 5) * (a ^ 4 + b ^ 4 + c ^ 4 - 3 / 5) ∧
    35 / (4 * R ^ 5) * (a ^ 4 + b ^ 4 + c ^ 4 - 3 / 5) ≤ 7 / (2 * R ^ 5) := by
  have hk : 0 ≤ 35 / (4 * R ^ 5) := by positivity
  have hsq : (a ^ 2 + b ^ 2 + c ^ 2) ^ 2 = 1 := by rw [hn]; norm_num
  constructor
  · rw [show -(7 / (3 * R ^ 5)) = 35 / (4 * R ^ 5) * (1 / 3 - 3 / 5) by ring]
    refine mul_le_mul_of_nonneg_left ?_ hk
    nlinarith [sq_nonneg (a ^ 2 - b ^ 2), sq_nonneg (b ^ 2 - c ^ 2), sq_nonneg (c ^ 2 - a ^ 2)]
  · rw [show 7 / (2 * R ^ 5) = 35 / (4 * R ^ 5) * (1 - 3 / 5) by ring]
    refine mul_le_mul_of_nonneg_left ?_ hk
    nlinarith [sq_nonneg (a * b), sq_nonneg (b * c), sq_nonneg (c * a)]

end

end OctahedralPointCharge
```

```lean
#print axioms OctahedralPointCharge.octahedral_quartic_limit
#print axioms OctahedralPointCharge.axial_quartic_limit
#print axioms OctahedralPointCharge.diagonal_quartic_limit
#print axioms OctahedralPointCharge.quartic_coefficient_bounds
```

```
'OctahedralPointCharge.octahedral_quartic_limit' depends on axioms: [propext, Classical.choice, Quot.sound]
'OctahedralPointCharge.axial_quartic_limit' depends on axioms: [propext, Classical.choice, Quot.sound]
'OctahedralPointCharge.diagonal_quartic_limit' depends on axioms: [propext, Classical.choice, Quot.sound]
'OctahedralPointCharge.quartic_coefficient_bounds' depends on axioms: [propext, Classical.choice, Quot.sound]
```

## Notes on the proof

- `inv_sqrt_expansion` supplies \(H\) explicitly. Its limit follows from continuity of numerator and denominator, and `key` is the rationalised identity.
- `unit_ligand_expansion` substitutes \(u=s^2-2as\) and combines the limits of the fourth-order contributions; `ring` checks the collected powers.
- `ligand_expansion` composes that limit with \(t\mapsto t/R\). The step `hq` takes \(R\) out of the square root, which uses its positivity.
- `octahedral_quartic_limit` adds six copies, with cosines `a`, `-a`, `b`, `-b`, `c`, `-c`. The `linear_combination` steps use `hn` to rewrite the distances, cancel the quadratic order and simplify the limit.
- `octahedralPotential_axis` gives the closed axial form for \(|z|<R\). `axial_quartic_limit` needs it only near zero, where that condition holds automatically.
- `diagonal_quartic_limit` inserts \(a=b=c=1/\sqrt3\).
- `quartic_coefficient_bounds` passes to `nlinarith` the squares used in the two inequalities for \(S\).
